# The pairing Hamiltonian multiplies a Bethe state by its total pair energy when the Richardson equations hold

Fermions in a nucleus or a small superconducting grain can form time-reversed pairs that scatter between levels. Take $L$ levels, each empty or holding one pair, with equal scattering strength $g$ between all of them:

$$H=\sum_i 2e_i n_i-g\sum_{i,j}b_i^+b_j .$$

Each pair has a creator $B(E)=\sum_i b_i^+/(2e_i-E)$. Which equations for the pair energies are enough to make a product of such creators on the vacuum satisfy the eigenvalue equation?

A state in `Fock ι` gives an amplitude to every set of occupied levels, and `ι` is the finite set of levels. Singly occupied levels are left out. The parameters $e_i$ and $g$ may be complex; real values give the physical, Hermitian case.

```lean
import Mathlib

open Finset

namespace RichardsonBethe

noncomputable section

variable {ι : Type*} [Fintype ι] [DecidableEq ι]

/-- A state of hard-core pairs: an amplitude for every set of occupied levels. -/
abbrev Fock (ι : Type*) := Finset ι → ℂ

/-- The state with no pairs. -/
def vacuum : Fock ι := fun S => if S = ∅ then 1 else 0
```

The three level operators are explicit maps on amplitudes, so their commutators are derived, not assumed.

```lean
/-- The operator `b⁺ᵢ`, which puts a pair into level `i` if it is empty. -/
def create (i : ι) : Module.End ℂ (Fock ι) where
  toFun ψ S := if i ∈ S then ψ (S.erase i) else 0
  map_add' φ ψ := by ext S; by_cases h : i ∈ S <;> simp [h]
  map_smul' c ψ := by ext S; by_cases h : i ∈ S <;> simp [h]

/-- The operator `bᵢ`, which removes a pair from level `i`. -/
def annihilate (i : ι) : Module.End ℂ (Fock ι) where
  toFun ψ S := if i ∈ S then 0 else ψ (insert i S)
  map_add' φ ψ := by ext S; by_cases h : i ∈ S <;> simp [h]
  map_smul' c ψ := by ext S; by_cases h : i ∈ S <;> simp [h]

/-- The operator `nᵢ`, which counts the pairs in level `i`. -/
def number (i : ι) : Module.End ℂ (Fock ι) where
  toFun ψ S := if i ∈ S then ψ S else 0
  map_add' φ ψ := by ext S; by_cases h : i ∈ S <;> simp [h]
  map_smul' c ψ := by ext S; by_cases h : i ∈ S <;> simp [h]
```

The interaction includes $i=j$, which adds $-g\,n_i$ to each level.

```lean
/-- The pairing Hamiltonian `∑ 2eᵢ nᵢ - g ∑ b⁺ᵢ bⱼ`. -/
def hamiltonian (e : ι → ℂ) (g : ℂ) : Module.End ℂ (Fock ι) :=
  ∑ i, (2 * e i) • number i - g • ∑ i, ∑ j, create i * annihilate j
```

Write $P(w)=\sum_i w_ib_i^+$ (`pairSum`), $N(w)=\sum_i w_in_i$ (`numberSum`) and $p_E(i)=1/(2e_i-E)$ (`pole`). Then $B(E)=P(p_E)$, and $P(1)=\sum_i b_i^+$.

```lean
/-- The collective pair creator `∑ wᵢ b⁺ᵢ`. -/
def pairSum (w : ι → ℂ) : Module.End ℂ (Fock ι) := ∑ i, w i • create i

/-- The weighted pair number `∑ wᵢ nᵢ`. -/
def numberSum (w : ι → ℂ) : Module.End ℂ (Fock ι) := ∑ i, w i • number i

/-- The amplitude `1/(2eᵢ - E)` of level `i` in a pair of energy `E`. -/
def pole (e : ι → ℂ) (E : ℂ) (i : ι) : ℂ := (2 * e i - E)⁻¹

/-- The Richardson pair creator `B(E) = ∑ b⁺ᵢ/(2eᵢ - E)`. -/
abbrev pairCreator (e : ι → ℂ) (E : ℂ) : Module.End ℂ (Fock ι) := pairSum (pole e E)
```

**(a) Show that $P(u)$ and $P(v)$ commute.**

Filling levels $i$ and $j$ gives the same result in either order, and zero if $i=j$. Exchange the two sums. Lean checks the level identity by cases on whether $i,j\in S$, as it does in (b) and (c).

```lean
/-- Collective pair creators commute. -/
theorem pairSum_comm (u v : ι → ℂ) (ψ : Fock ι) :
    pairSum u (pairSum v ψ) = pairSum v (pairSum u ψ) := by
  have h : ∀ i j, create i (create j ψ) = create j (create i ψ) := by
    intro i j
    by_cases hij : i = j
    · rw [hij]
    ext S
    by_cases hi : i ∈ S <;> by_cases hj : j ∈ S <;>
      simp [create, hi, hj, hij, Ne.symm hij, erase_right_comm (a := i) (b := j)]
  simp only [pairSum, LinearMap.sum_apply, LinearMap.smul_apply, map_sum, map_smul,
    smul_sum, smul_smul]
  rw [sum_comm]
  exact sum_congr rfl fun j _ => sum_congr rfl fun i _ => by rw [h i j, mul_comm]
```

**(b) Move $N(u)$ past $P(v)$.**

Since $[n_i,b_j^+]=\delta_{ij}b_j^+$,
$$N(u)P(v)=P(v)N(u)+P(uv).$$

```lean
/-- Moving a weighted pair number past a pair creator leaves an extra pair creator, whose weights
are the products `uᵢ vᵢ`. -/
theorem numberSum_pairSum (u v : ι → ℂ) (ψ : Fock ι) :
    numberSum u (pairSum v ψ) =
      pairSum v (numberSum u ψ) + pairSum (fun i => u i * v i) ψ := by
  have h : ∀ i j, number i (create j ψ) =
      create j (number i ψ) + if i = j then create j ψ else 0 := by
    intro i j
    ext S
    by_cases hij : i = j
    · subst hij
      by_cases hi : i ∈ S <;> simp [create, number, hi]
    · by_cases hi : i ∈ S <;> by_cases hj : j ∈ S <;> simp [create, number, hi, hj, hij]
  simp only [pairSum, numberSum, LinearMap.sum_apply, LinearMap.smul_apply, map_sum, map_smul,
    h, smul_add, sum_add_distrib, smul_sum, smul_smul, smul_ite, smul_zero, sum_ite_eq',
    mem_univ, if_true]
  congr 1
  · rw [sum_comm]
    exact sum_congr rfl fun j _ => sum_congr rfl fun i _ => by rw [mul_comm]
  · exact sum_congr rfl fun i _ => by rw [mul_comm]
```

**(c) Move $A=\sum_i b_i$ past $P(v)$.**

On one level, $b_ib_i^+-b_i^+b_i$ is $1$ if the level is empty and $-1$ if it is full, so $[b_i,b_j^+]=\delta_{ij}(1-2n_i)$ and
$$AP(v)=P(v)A+\sum_i v_i-2N(v).$$

```lean
/-- Moving `∑ bᵢ` past `∑ vᵢ b⁺ᵢ` leaves `∑ vᵢ (1 - 2nᵢ)`. -/
theorem annihilate_pairSum (v : ι → ℂ) (ψ : Fock ι) :
    ∑ i, annihilate i (pairSum v ψ) = pairSum v (∑ i, annihilate i ψ) +
      ((∑ i, v i) • ψ - (2 : ℂ) • numberSum v ψ) := by
  have h : ∀ i j, annihilate i (create j ψ) = create j (annihilate i ψ) +
      if i = j then ψ - (2 : ℂ) • number i ψ else 0 := by
    intro i j
    ext S
    by_cases hij : i = j
    · subst hij
      by_cases hi : i ∈ S
      · simp [create, annihilate, number, hi]; ring
      · simp [create, annihilate, number, hi]
    · by_cases hi : i ∈ S <;> by_cases hj : j ∈ S <;>
        simp [create, annihilate, hi, hj, hij, Ne.symm hij, erase_insert_of_ne hij]
  simp only [pairSum, numberSum, LinearMap.sum_apply, LinearMap.smul_apply, map_sum, map_smul,
    h, smul_add, smul_sub, sum_add_distrib, sum_sub_distrib, smul_sum, sum_smul, smul_smul,
    smul_ite, smul_zero, sum_ite_eq, mem_univ, if_true]
  congr 1
  simp only [mul_comm]
```

**(d) Add one pair to a Bethe state.**

By (a), the product $\Psi(s)=\prod_{a\in s}B(a)|0\rangle$ over a finite set $s$ needs no ordering. Using a set makes the pair energies distinct. Define also the left side of the Richardson equation,
$$D_s(a)=1-g\sum_i\frac1{2e_i-a}+2g\sum_{b\in s,\,b\ne a}\frac1{b-a}.$$

```lean
instance (e : ι → ℂ) : LeftCommutative (fun (E : ℂ) (ψ : Fock ι) => pairCreator e E ψ) :=
  ⟨fun _ _ ψ => pairSum_comm _ _ ψ⟩

/-- The Bethe state: `B(E)` applied to the vacuum once for each pair energy `E` in `s`. -/
def betheState (e : ι → ℂ) (s : Finset ℂ) : Fock ι :=
  s.val.foldr (fun E ψ => pairCreator e E ψ) vacuum

/-- The left side of the Richardson equation for the pair energy `a` in the set `s`. -/
def defect (e : ι → ℂ) (g : ℂ) (s : Finset ℂ) (a : ℂ) : ℂ :=
  1 - g * ∑ i, pole e a i + 2 * g * ∑ b ∈ s.erase a, (b - a)⁻¹
```

For $c\notin s$, the definition gives $\Psi(s\cup\{c\})=B(c)\Psi(s)$.

```lean
/-- A new pair energy `c` adds one factor `B(c)` to the Bethe state. -/
theorem betheState_insert (e : ι → ℂ) {s : Finset ℂ} {c : ℂ} (hc : c ∉ s) :
    betheState e (insert c s) = pairCreator e c (betheState e s) := by
  rw [← cons_eq_insert c s hc]
  simp only [betheState, cons_val, Multiset.foldr_cons]
```

**(e) Move $H$ past $B(c)$, with $c\neq 2e_i$ for all $i$.**

Write $H=N(2e)-gP(1)A$. Apply (b) and (c), with $2e_i/(2e_i-c)=1+c/(2e_i-c)$:
$$HB(c)=B(c)H+cB(c)+\Big(1-g\sum_i p_c(i)\Big)P(1)+2gP(1)N(p_c).$$

```lean
/-- The result of moving the pairing Hamiltonian past one pair creator `B(c)`. -/
theorem hamiltonian_pairCreator (e : ι → ℂ) (g c : ℂ) (hc : ∀ i, 2 * e i ≠ c) (ψ : Fock ι) :
    hamiltonian e g (pairCreator e c ψ) = pairCreator e c (hamiltonian e g ψ) +
      (c • pairCreator e c ψ + (1 - g * ∑ i, pole e c i) • pairSum (fun _ => 1) ψ +
        (2 * g) • pairSum (fun _ => 1) (numberSum (pole e c) ψ)) := by
  have hH : ∀ φ : Fock ι, hamiltonian e g φ = numberSum (fun i => 2 * e i) φ -
      g • pairSum (fun _ => 1) (∑ j, annihilate j φ) := by
    intro φ
    simp [hamiltonian, numberSum, pairSum, LinearMap.sum_apply, map_sum]
    rw [sum_comm]
  -- 2eᵢ/(2eᵢ - c) = 1 + c/(2eᵢ - c)
  have hw : pairSum (fun i => 2 * e i * pole e c i) ψ =
      pairSum (fun _ => 1) ψ + c • pairCreator e c ψ := by
    simp only [pairSum, LinearMap.sum_apply, LinearMap.smul_apply, smul_sum, smul_smul,
      ← sum_add_distrib, ← add_smul]
    refine sum_congr rfl fun i _ => ?_
    congr 1
    have h := mul_inv_cancel₀ (sub_ne_zero.mpr (hc i))
    simp only [pole]
    linear_combination h
  rw [hH, hH, numberSum_pairSum, annihilate_pairSum, hw]
  simp only [map_add, map_sub, map_smul]
  rw [pairSum_comm (pole e c) (fun _ => 1)]
  module
```

**(f) Find $N(p_x)\Psi(s)$ for $x\notin s$, with $x$ and all of $s$ away from the $2e_i$.**

The answer is
$$N(p_x)\Psi(s)=\sum_{a\in s}\frac{B(x)\Psi(s\setminus\{a\})-\Psi(s)}{x-a}.$$
Both sides vanish for $s=\emptyset$. To add $c$, use (b):
$$N(p_x)B(c)\Psi(s)=B(c)N(p_x)\Psi(s)+P(p_xp_c)\Psi(s).$$
Partial fractions, $p_xp_c=(p_x-p_c)/(x-c)$, turn the last term into the $a=c$ summand. The induction hypothesis supplies the others, after $B(c)$ is moved past $B(x)$.

```lean
/-- The action of `∑ nᵢ/(2eᵢ - x)` on a Bethe state: a sum over its pair energies `a` of `1/(x - a)`
times the difference between the state with `a` exchanged for `x` and the original state. -/
theorem numberSum_betheState (e : ι → ℂ) (x : ℂ) (hx : ∀ i, 2 * e i ≠ x) (s : Finset ℂ)
    (hs : ∀ a ∈ s, ∀ i, 2 * e i ≠ a) (hxs : x ∉ s) :
    numberSum (pole e x) (betheState e s) =
      ∑ a ∈ s, (x - a)⁻¹ • (pairCreator e x (betheState e (s.erase a)) - betheState e s) := by
  induction s using Finset.induction_on with
  | empty =>
    ext S
    by_cases h : S = ∅ <;> simp [betheState, numberSum, number, vacuum, h]
  | insert c s hc ih =>
    have ih' := ih (fun a ha => hs a (mem_insert_of_mem ha))
      (fun h => hxs (mem_insert_of_mem h))
    have hxc : x - c ≠ 0 := sub_ne_zero.mpr fun h => hxs (h ▸ mem_insert_self c s)
    -- partial fractions
    have hp : pairSum (fun i => pole e x i * pole e c i) (betheState e s) = (x - c)⁻¹ •
        (pairCreator e x (betheState e s) - pairCreator e c (betheState e s)) := by
      simp only [pairSum, LinearMap.sum_apply, LinearMap.smul_apply, ← sum_sub_distrib,
        ← sub_smul, smul_sum, smul_smul]
      refine sum_congr rfl fun i _ => ?_
      congr 1
      have h1 := sub_ne_zero.mpr (hx i)
      have h2 := sub_ne_zero.mpr (hs c (mem_insert_self c s) i)
      rw [pole, pole, inv_sub_inv h1 h2, sub_sub_sub_cancel_left, div_eq_mul_inv,
        inv_mul_cancel_left₀ hxc, mul_inv]
    rw [sum_insert hc, erase_insert hc, betheState_insert e hc, numberSum_pairSum, ih', hp,
      map_sum]
    refine (add_comm _ _).trans ?_
    congr 1
    refine sum_congr rfl fun a ha => ?_
    have hca : c ≠ a := fun h => hc (h ▸ ha)
    rw [erase_insert_of_ne hca, betheState_insert e (fun h => hc (mem_of_mem_erase h)),
      map_smul, map_sub, pairSum_comm (pole e c) (pole e x)]
```

**(g) Find $H\Psi(s)$ for arbitrary distinct pair energies away from the $2e_i$.**

The answer is
$$H\Psi(s)=\Big(\sum_{a\in s}a\Big)\Psi(s)+\sum_{a\in s}D_s(a)P(1)\Psi(s\setminus\{a\}).$$
$H$ annihilates the vacuum. To add $c$, apply (e), then (f) with $x=c$. The coefficient of $P(1)\Psi(s)$ is
$$1-g\sum_i p_c(i)-2g\sum_{a\in s}\frac1{c-a}=D_{s\cup\{c\}}(c),$$
and that of $P(1)B(c)\Psi(s\setminus\{a\})$ is
$$D_s(a)+\frac{2g}{c-a}=D_{s\cup\{c\}}(a).$$
In Lean, `h1` and `h2` are these two regroupings, and `module` collects the terms.

```lean
/-- Off-shell identity: `H` multiplies a Bethe state by the sum of its pair energies, up to
terms weighted by the defects of the Richardson equations. -/
theorem hamiltonian_betheState (e : ι → ℂ) (g : ℂ) (s : Finset ℂ)
    (hs : ∀ a ∈ s, ∀ i, 2 * e i ≠ a) :
    hamiltonian e g (betheState e s) = (∑ a ∈ s, a) • betheState e s +
      ∑ a ∈ s, defect e g s a • pairSum (fun _ => 1) (betheState e (s.erase a)) := by
  induction s using Finset.induction_on with
  | empty =>
    have h1 : ∀ i : ι, number i vacuum = 0 := by
      intro i; ext S
      by_cases h : S = ∅ <;> simp [number, vacuum, h]
    have h2 : ∀ i : ι, annihilate i vacuum = 0 := by
      intro i; ext S
      simp [annihilate, vacuum]
    simp [betheState, hamiltonian, LinearMap.sum_apply, h1, h2]
  | insert c s hc ih =>
    have hs' : ∀ a ∈ s, ∀ i, 2 * e i ≠ a := fun a ha => hs a (mem_insert_of_mem ha)
    have hcl := hs c (mem_insert_self c s)
    have h1 : defect e g (insert c s) c =
        1 - g * ∑ i, pole e c i - 2 * g * ∑ a ∈ s, (c - a)⁻¹ := by
      have : ∑ b ∈ s, (b - c)⁻¹ = -∑ b ∈ s, (c - b)⁻¹ := by
        rw [← sum_neg_distrib]
        exact sum_congr rfl fun b _ => by rw [← inv_neg, neg_sub]
      rw [defect, erase_insert hc, this]
      ring
    -- the new pair shifts the defect of every old one
    have h2 : ∑ a ∈ s, defect e g (insert c s) a •
          pairSum (fun _ => 1) (betheState e ((insert c s).erase a)) =
        ∑ a ∈ s, defect e g s a •
          pairCreator e c (pairSum (fun _ => 1) (betheState e (s.erase a))) +
        (2 * g) • ∑ a ∈ s, (c - a)⁻¹ •
          pairSum (fun _ => 1) (pairCreator e c (betheState e (s.erase a))) := by
      rw [smul_sum, ← sum_add_distrib]
      refine sum_congr rfl fun a ha => ?_
      have hca : c ≠ a := fun h => hc (h ▸ ha)
      have hce : c ∉ s.erase a := fun h => hc (mem_of_mem_erase h)
      rw [defect, defect, erase_insert_of_ne hca, sum_insert hce, betheState_insert e hce,
        pairSum_comm (pole e c) (fun _ => 1)]
      module
    rw [sum_insert hc, sum_insert hc, erase_insert hc, h1, h2, betheState_insert e hc,
      hamiltonian_pairCreator e g c hcl, ih hs', numberSum_betheState e c hcl s hs' hc]
    simp only [map_add, map_smul, map_sum, map_sub, smul_sub, sum_sub_distrib, ← sum_smul]
    module
```

In a program, this identity can test the code for $H$ and $\Psi$ at trial energies, before any root search. A root finder such as Newton's method can then look for zeros of the residuals $D_s(a)$, though convergence is not guaranteed.

**(h) Impose the Richardson equations.**

If $D_s(a)=0$ for every $a\in s$, the unwanted terms vanish and $H\Psi(s)=(\sum_{a\in s} a)\Psi(s)$. For this uniform-coupling model, solved pair energies thus give reference energies for approximate many-electron methods whenever $\Psi(s)\ne0$. The theorem leaves open whether solutions exist, whether they exhaust the spectrum, and whether $\Psi(s)$ is nonzero.

```lean
/-- Richardson's solution: if distinct pair energies avoid all `2eᵢ` and solve the Richardson
equations, `H` multiplies their Bethe state by the sum of the pair energies. -/
theorem richardson_eigenstate (e : ι → ℂ) (g : ℂ) (s : Finset ℂ)
    (hs : ∀ a ∈ s, ∀ i, 2 * e i ≠ a) (hR : ∀ a ∈ s, defect e g s a = 0) :
    hamiltonian e g (betheState e s) = (∑ a ∈ s, a) • betheState e s := by
  have h0 : ∑ a ∈ s, defect e g s a •
      pairSum (fun _ => 1) (betheState e (s.erase a)) = 0 :=
    sum_eq_zero fun a ha => by rw [hR a ha, zero_smul]
  rw [hamiltonian_betheState e g s hs, h0, add_zero]
```

**(i) Specialise to two pairs.**

Put $s=\{E_1,E_2\}$ with $E_1\neq E_2$ and both different from every $2e_i$. Each sum over the other pair energies has one term, which gives the equations `hR₁` and `hR₂`.

```lean
/-- Two pairs: the Richardson equations for `E₁` and `E₂` give
`H B(E₁) B(E₂) vac = (E₁ + E₂) B(E₁) B(E₂) vac`. -/
theorem two_pairs (e : ι → ℂ) (g E₁ E₂ : ℂ) (hne : E₁ ≠ E₂)
    (h₁ : ∀ i, 2 * e i ≠ E₁) (h₂ : ∀ i, 2 * e i ≠ E₂)
    (hR₁ : 1 - g * ∑ i, 1 / (2 * e i - E₁) + 2 * g / (E₂ - E₁) = 0)
    (hR₂ : 1 - g * ∑ i, 1 / (2 * e i - E₂) + 2 * g / (E₁ - E₂) = 0) :
    hamiltonian e g (pairCreator e E₁ (pairCreator e E₂ vacuum)) =
      (E₁ + E₂) • pairCreator e E₁ (pairCreator e E₂ vacuum) := by
  have hd : ∀ x y : ℂ, x ≠ y → defect e g {x, y} x =
      1 - g * ∑ i, 1 / (2 * e i - x) + 2 * g / (y - x) := by
    intro x y h
    rw [defect, erase_insert (by simpa using h), sum_singleton]
    simp only [pole, div_eq_mul_inv, one_mul]
  have hn : E₁ ∉ ({E₂} : Finset ℂ) := by simpa using hne
  have hb : betheState e {E₁, E₂} = pairCreator e E₁ (pairCreator e E₂ vacuum) := by
    rw [betheState_insert e hn]
    simp [betheState]
  have h := richardson_eigenstate e g {E₁, E₂}
    (by
      intro a ha
      rcases mem_insert.mp ha with rfl | ha
      · exact h₁
      · rw [mem_singleton.mp ha]; exact h₂)
    (by
      intro a ha
      rcases mem_insert.mp ha with rfl | ha
      · rw [hd _ _ hne, hR₁]
      · rw [mem_singleton.mp ha, pair_comm, hd _ _ hne.symm, hR₂])
  rwa [hb, sum_insert hn, sum_singleton] at h
```

**(j) Show that for one pair the equation is also necessary.**

By (g), $(H-E)B(E)|0\rangle=D_{\{E\}}(E)\,P(1)|0\rangle$. With at least one level, $P(1)|0\rangle$ has amplitude $1$ on each configuration with exactly one pair, so it is nonzero. The left side therefore vanishes exactly when $g\sum_i1/(2e_i-E)=1$.

```lean
/-- One pair, with at least one level and `E` different from every `2eᵢ`: `H B(E) vac = E B(E) vac`
holds exactly when `g ∑ 1/(2eᵢ - E) = 1`. -/
theorem one_pair_iff [Nonempty ι] (e : ι → ℂ) (g E : ℂ) (hE : ∀ i, 2 * e i ≠ E) :
    hamiltonian e g (pairCreator e E vacuum) = E • pairCreator e E vacuum ↔
      g * ∑ i, 1 / (2 * e i - E) = 1 := by
  have h := hamiltonian_betheState e g {E} (by simpa using hE)
  have hb : betheState e {E} = pairCreator e E vacuum := by simp [betheState]
  have h0 : betheState e ∅ = vacuum := by simp [betheState]
  have hd : defect e g {E} E = 1 - g * ∑ i, 1 / (2 * e i - E) := by
    simp [defect, pole]
  rw [sum_singleton, sum_singleton, erase_singleton, hb, h0, hd] at h
  -- the unwanted state has amplitude one on every configuration with exactly one pair
  have hv : pairSum (fun _ : ι => (1 : ℂ)) vacuum ≠ 0 := by
    intro hz
    obtain ⟨i⟩ := ‹Nonempty ι›
    have hi := congrFun hz {i}
    simp [pairSum, create, vacuum, LinearMap.sum_apply, Finset.sum_apply] at hi
  rw [h, add_eq_left, smul_eq_zero, or_iff_left hv, sub_eq_zero, eq_comm]

end

end RichardsonBethe
```

```lean
#print axioms RichardsonBethe.hamiltonian_betheState
-- 'RichardsonBethe.hamiltonian_betheState' depends on axioms: [propext, Classical.choice, Quot.sound]
#print axioms RichardsonBethe.two_pairs
-- 'RichardsonBethe.two_pairs' depends on axioms: [propext, Classical.choice, Quot.sound]
#print axioms RichardsonBethe.one_pair_iff
-- 'RichardsonBethe.one_pair_iff' depends on axioms: [propext, Classical.choice, Quot.sound]
```
